# For real momentum and mass, charge conjugation in the Dirac representation exchanges the free equations for $u$ and $v$ spinors and reverses chirality

Q: A free electron's plane wave should turn, under charge conjugation, into a solution of the same Dirac equation with the opposite frequency. Before I accept a formal version of that, tell me what is being conjugated: the quantum field, a wave function on spacetime, or a column of four numbers?

A: A column of four complex numbers. Take $\hbar=c=1$ and write the plane wave as $\psi(x)=u\,e^{-ip\cdot x}$, with $p$ a real four-momentum and $u$ a constant spinor. With $\not p=p^0\gamma^0-p^1\gamma^1-p^2\gamma^2-p^3\gamma^3$, the Dirac equation for $\psi$ becomes $(\not p-m)u=0$. A wave $v\,e^{+ip\cdot x}$ obeys the same Dirac equation when $(\not p+m)v=0$. The Lean theorems concern these two algebraic equations. Inserting the plane wave is the step that ties them to the differential equation, and it is taken here in prose.

Q: Then the matrices matter, since complex conjugation depends on the basis.

A: They do, so the Dirac representation is written out entry by entry.

```lean
import Mathlib

open Matrix ComplexConjugate
open Complex (I)

namespace DiracChargeConjugation

noncomputable section

/-- The matrix `γ⁰` in the Dirac representation. -/
def g0 : Matrix (Fin 4) (Fin 4) ℂ :=
  !![1, 0, 0, 0; 0, 1, 0, 0; 0, 0, -1, 0; 0, 0, 0, -1]

/-- The matrix `γ¹` in the Dirac representation. -/
def g1 : Matrix (Fin 4) (Fin 4) ℂ :=
  !![0, 0, 0, 1; 0, 0, 1, 0; 0, -1, 0, 0; -1, 0, 0, 0]

/-- The matrix `γ²` in the Dirac representation. -/
def g2 : Matrix (Fin 4) (Fin 4) ℂ :=
  !![0, 0, 0, -I; 0, 0, I, 0; 0, I, 0, 0; -I, 0, 0, 0]

/-- The matrix `γ³` in the Dirac representation. -/
def g3 : Matrix (Fin 4) (Fin 4) ℂ :=
  !![0, 0, 1, 0; 0, 0, 0, -1; -1, 0, 0, 0; 0, 1, 0, 0]
```

Q: And the chirality matrix? I have seen sign conventions differ.

A: It is defined as the product $\gamma^5=i\gamma^0\gamma^1\gamma^2\gamma^3$, and left-handed will mean eigenvalue $-1$.

```lean
/-- The chirality matrix `γ⁵ = i γ⁰ γ¹ γ² γ³`. -/
def g5 : Matrix (Fin 4) (Fin 4) ℂ := I • (g0 * g1 * (g2 * g3))
```

Q: What about the momentum? An index in the wrong place would change the signs of the spatial terms.

A: The type `Fin 4 → ℝ` holds the real contravariant components, numbered from 0, so `p 0` is the energy. The metric signature $(+,-,-,-)$ enters through the three minus signs.

```lean
/-- The slashed momentum `p⁰γ⁰ - p¹γ¹ - p²γ² - p³γ³` of a real four-momentum with
contravariant components `p`. -/
def slash (p : Fin 4 → ℝ) : Matrix (Fin 4) (Fin 4) ℂ :=
  (p 0 : ℂ) • g0 - (p 1 : ℂ) • g1 - (p 2 : ℂ) • g2 - (p 3 : ℂ) • g3
```

No mass-shell condition is imposed. If $p^2\neq m^2$, both equations have only the zero solution, and statements about them remain true.

Q: Now the conjugation itself. My textbook uses $C$ for a matrix, often $i\gamma^2\gamma^0$.

A: Here $C$ will be the whole antilinear map, $Cu=i\gamma^2u^*$, where $u^*$ is the entrywise complex conjugate. In Lean the map is `chargeConj`, and `star u` is $u^*$. Other texts may include a different overall phase.

```lean
/-- Charge conjugation of a spinor, `u ↦ i γ² conj(u)`. -/
def chargeConj (u : Fin 4 → ℂ) : Fin 4 → ℂ := (I • g2) *ᵥ star u
```

Q: Show me the map in components.

A: The matrix $i\gamma^2$ is real, with entries $1,-1,-1,1$ along the antidiagonal. Numbering components from 0, as Lean does,
$$Cu=(u_3^*,\,-u_2^*,\,-u_1^*,\,u_0^*).$$
The proof checks the four components separately: `fin_cases i` splits the cases and `simp` evaluates each matrix–vector product.

```lean
/-- Charge conjugation in components: it reverses the order of the four entries, conjugates
them, and changes the sign of the middle two. -/
theorem chargeConj_apply (u : Fin 4 → ℂ) :
    chargeConj u = ![conj (u 3), -conj (u 2), -conj (u 1), conj (u 0)] := by
  ext i
  fin_cases i <;>
    simp [chargeConj, g2, Matrix.mulVec, dotProduct, Fin.sum_univ_four]
```

Multiplying out the product for $\gamma^5$ gives a matrix that exchanges the upper and lower pairs, $\gamma^5u=(u_2,u_3,u_0,u_1)$. The next proof first establishes that explicit matrix and then applies it to $u$.

```lean
/-- In the Dirac representation `γ⁵` exchanges the upper and lower pairs of components. -/
theorem g5_mulVec (u : Fin 4 → ℂ) : g5 *ᵥ u = ![u 2, u 3, u 0, u 1] := by
  have h : g5 = !![0, 0, 1, 0; 0, 0, 0, 1; 1, 0, 0, 0; 0, 1, 0, 0] := by
    ext i j
    fin_cases i <;> fin_cases j <;>
      simp [g5, g0, g1, g2, g3]
  rw [h]
  ext i
  fin_cases i <;> simp [Matrix.mulVec, dotProduct, Fin.sum_univ_four]
```

Q: Is $C$ an honest antilinear involution, or does a sign appear when it is applied twice?

A: No sign appears. Conjugation respects sums and turns a scalar $a$ into $a^*$, so $C(u+v)=Cu+Cv$ and $C(au)=a^*Cu$. Since $i\gamma^2$ is real,
$$C^2u=(i\gamma^2)(i\gamma^2)u=-(\gamma^2)^2u=u,$$
because $(\gamma^2)^2=-1$. In components, the order is reversed twice and the middle signs cancel. Lean follows the component version in both proofs.

```lean
/-- Charge conjugation is antilinear: it is additive, and scalars come out conjugated. -/
theorem chargeConj_antilinear (a : ℂ) (u v : Fin 4 → ℂ) :
    chargeConj (u + v) = chargeConj u + chargeConj v ∧
      chargeConj (a • u) = conj a • chargeConj u := by
  simp only [chargeConj_apply]
  constructor <;> ext i <;> fin_cases i <;> simp <;> ring

/-- Charge conjugation applied twice gives back the original spinor. -/
theorem chargeConj_involutive : Function.Involutive chargeConj := by
  intro u
  ext i
  fin_cases i <;> simp [chargeConj_apply]
```

Q: Now the main point. Why does the sign of the mass term change relative to $\not p$?

A: In this representation $\gamma^0,\gamma^1,\gamma^3$ are real and $\gamma^2$ is imaginary. The three real matrices anticommute with $\gamma^2$. The matrix $\gamma^2$ commutes with itself but changes sign under conjugation. In all four cases, therefore,
$$i\gamma^2(\gamma^\mu)^*=-\gamma^\mu\, i\gamma^2 .$$
For real $p$ this gives $C(\not p\,u)=-\not p\,Cu$, while for real $m$ we have $C(mu)=m\,Cu$. Subtracting,
$$C\big((\not p-m)u\big)=-(\not p+m)\,Cu .$$
If $(\not p-m)u=0$, the left side is $C0=0$, so $(\not p+m)Cu=0$. Conversely, if the right side vanishes, applying $C$ once more to $C((\not p-m)u)=0$ returns $(\not p-m)u=0$.

Q: Does the theorem state both directions?

A: Yes, the `↔` does. The expression `(m : ℂ) • 1` is the real mass times the identity matrix, and `*ᵥ` is a matrix acting on a column. Inside the proof, `key` is the displayed identity with its sides exchanged and the minus sign moved across. Lean obtains it by expanding the four components and closing them with `ring`, where I used the anticommutation relations. The two bullets at the end are the two directions above.

```lean
/-- For real four-momentum and real mass, `u` solves `(slash(p) - m) u = 0` exactly when its
charge conjugate `v` solves `(slash(p) + m) v = 0`. -/
theorem dirac_iff_chargeConj (p : Fin 4 → ℝ) (m : ℝ) (u : Fin 4 → ℂ) :
    (slash p - (m : ℂ) • 1) *ᵥ u = 0 ↔ (slash p + (m : ℂ) • 1) *ᵥ chargeConj u = 0 := by
  -- charge conjugation carries one Dirac operator into minus the other
  have key : (slash p + (m : ℂ) • 1) *ᵥ chargeConj u
      = -chargeConj ((slash p - (m : ℂ) • 1) *ᵥ u) := by
    simp only [chargeConj_apply]
    ext i
    fin_cases i <;>
      simp [slash, g0, g1, g2, g3, Matrix.mulVec, dotProduct, Fin.sum_univ_four,
        Matrix.one_apply] <;> ring
  have zero : chargeConj 0 = 0 := by simp [chargeConj]
  rw [key, neg_eq_zero]
  constructor
  · intro h
    rw [h, zero]
  · intro h
    rw [← chargeConj_involutive ((slash p - (m : ℂ) • 1) *ᵥ u), h, zero]
```

Q: You call this charge conjugation, but I see no charge anywhere.

A: There is none in a free equation. The same algebra gives the neighbouring result in a real background potential $A_\mu$. Let $\not\partial=\gamma^\mu\partial_\mu$ and $\not A=\gamma^\mu A_\mu$, and let $e$ be the real coupling. In the derivative term the factor $i$ also changes sign under conjugation, which compensates the sign from $\gamma^\mu$, so
$$C\big((i\not\partial-e\not A-m)\psi\big)=(i\not\partial+e\not A-m)\,C\psi .$$
The conjugated wave function sees the opposite charge, which is where the name comes from.

Q: What happens to chirality? In the Dirac representation I cannot read it off from the upper and lower halves.

A: You can use $\gamma^5$ directly. It is real here and anticommutes with $\gamma^2$, so
$$\gamma^5Cu=\gamma^5\,i\gamma^2u^*=-i\gamma^2\gamma^5u^*=-C(\gamma^5u).$$
If $\gamma^5w=-w$, then $\gamma^5Cw=+Cw$: the conjugate of a left-handed spinor is right-handed. The Lean proof compares components, using the two formulas already established.

```lean
/-- Charge conjugation reverses chirality: it anticommutes with `γ⁵`. -/
theorem g5_chargeConj (u : Fin 4 → ℂ) :
    g5 *ᵥ chargeConj u = -chargeConj (g5 *ᵥ u) := by
  ext i
  fin_cases i <;> simp [g5_mulVec, chargeConj_apply]
```

Q: So could a spinor equal its own conjugate and still have definite chirality?

A: Only the zero spinor. Suppose $Cu=u$ and $\gamma^5u=cu$ for some complex $c$. Then
$$cu=\gamma^5u=\gamma^5Cu=-C(\gamma^5u)=-C(cu)=-c^*u .$$
If $u\neq0$, this gives $c=-c^*$, so $c$ is purely imaginary and $c^2=-(\operatorname{Im}c)^2\le0$. But $(\gamma^5)^2=1$ requires $c^2=1$, a contradiction.

In the proof, `h1` is the chain of equalities and `h2` is $c^2u=u$. Lean picks a component $u_i\neq0$ and cancels it to get the two equations for $c$. It then takes real parts, and `nlinarith` finds the contradiction.

```lean
/-- No nonzero spinor is both its own charge conjugate and an eigenvector of `γ⁵`, whatever
the complex eigenvalue. -/
theorem selfConj_not_chiral (u : Fin 4 → ℂ) (hu : u ≠ 0) (hC : chargeConj u = u) (c : ℂ) :
    g5 *ᵥ u ≠ c • u := by
  intro hc
  obtain ⟨i, hi⟩ := Function.ne_iff.mp hu
  have hi' : u i ≠ 0 := hi
  -- reversal of chirality forces the eigenvalue to be imaginary
  have h1 : c • u = -(conj c • u) := by
    calc c • u = g5 *ᵥ u := hc.symm
      _ = g5 *ᵥ chargeConj u := by rw [hC]
      _ = -chargeConj (g5 *ᵥ u) := g5_chargeConj u
      _ = -(conj c • u) := by rw [hc, (chargeConj_antilinear c u u).2, hC]
  -- while the square of the chirality matrix is one
  have h2 : c • (c • u) = u := by
    rw [← hc, ← Matrix.mulVec_smul, ← hc]
    ext j
    fin_cases j <;> simp [g5_mulVec]
  have e1 : c * u i = -(conj c * u i) := congrFun h1 i
  have e2 : c * (c * u i) = u i := congrFun h2 i
  have him : c = -conj c := mul_right_cancel₀ hi' (by linear_combination e1)
  have hsq : c * c = 1 := mul_right_cancel₀ hi' (by linear_combination e2)
  have r1 := congrArg Complex.re him
  have r2 := congrArg Complex.re hsq
  simp only [Complex.neg_re, Complex.conj_re] at r1
  simp only [Complex.mul_re, Complex.one_re] at r2
  have r0 : c.re = 0 := by linarith
  rw [r0] at r2
  nlinarith [sq_nonneg c.im]
```

Q: Suppose I impose $Cu=u$ on a massive solution. Have we just abolished Majorana particles?

A: We have excluded a self-conjugate amplitude at a single frequency. If $Cu=u$ and $(\not p-m)u=0$, the equivalence also gives $(\not p+m)u=0$. Subtracting the first equation from the second yields $2mu=0$, hence $u=0$ for $m\neq0$. The proof performs that subtraction and cancels the nonzero factor $2m$.

```lean
/-- A self-conjugate spinor that solves `(slash(p) - m) u = 0` with real momentum and nonzero
real mass vanishes. -/
theorem selfConj_massive_eq_zero (p : Fin 4 → ℝ) (m : ℝ) (hm : m ≠ 0) (u : Fin 4 → ℂ)
    (hC : chargeConj u = u) (h : (slash p - (m : ℂ) • 1) *ᵥ u = 0) : u = 0 := by
  have h' := (dirac_iff_chargeConj p m u).1 h
  rw [hC, Matrix.add_mulVec, Matrix.smul_mulVec, Matrix.one_mulVec] at h'
  rw [Matrix.sub_mulVec, Matrix.smul_mulVec, Matrix.one_mulVec] at h
  -- the difference of the two equations is `2 m u = 0`
  have h2 : (2 * (m : ℂ)) • u = 0 := by
    linear_combination (norm := module) h' - h
  have hm' : (2 * (m : ℂ)) ≠ 0 := mul_ne_zero two_ne_zero (Complex.ofReal_ne_zero.mpr hm)
  exact (smul_eq_zero.mp h2).resolve_left hm'
```

A whole wave that equals its own conjugate is a different matter. Since $C$ turns $e^{-ip\cdot x}$ into $e^{ip\cdot x}$, a nonzero self-conjugate wave built from these two exponentials with $p\neq0$ contains both frequencies, whatever the mass. An example is $u\,e^{-ip\cdot x}+Cu\,e^{ip\cdot x}$. Conjugation exchanges its two terms, and neither amplitude has to equal its own conjugate.

Q: What happens as the mass goes to zero?

A: At $m=0$ the two momentum-space equations coincide, and the obstruction disappears. Take $p=(E,0,0,E)$ with $E>0$ and the unit vector $u=\tfrac12(1,-1,1,1)$. The component formula gives $Cu=u$. The equation $(\gamma^0-\gamma^3)u=0$ requires $u_2=u_0$ and $u_3=-u_1$, and both hold. This is a nonzero self-conjugate amplitude, although the single-frequency wave $u\,e^{-ip\cdot x}$ is still not its own conjugate. The amplitude has no definite chirality, in agreement with the earlier theorem.

Q: How much freedom is left in a self-conjugate spinor, then?

A: As much as in one left-handed spinor. In this representation such a spinor has the form $(a,b,-a,-b)$, so two complex numbers fix it. Given $Cu=u$, set
$$w=\tfrac12(1-\gamma^5)u .$$
Since $(\gamma^5)^2=1$, we have $\gamma^5w=-w$. Also $C(\gamma^5u)=-\gamma^5Cu=-\gamma^5u$, so $Cw=\tfrac12(1+\gamma^5)u$ and $w+Cw=u$.

For uniqueness, let $u=w+Cw$ with $w$ left-handed. Then $\gamma^5u=-w+Cw$, and subtracting this from $u$ gives $2w=u-\gamma^5u$. There is only one possible $w$. Conversely, any sum $w+Cw$ is self-conjugate, because $C$ exchanges its terms.

In Lean, `∃!` means "there is exactly one". The forward half of the proof supplies the projection above and checks its handedness, the sum and uniqueness in turn. The backward half uses additivity and involutivity.

```lean
/-- A spinor is its own charge conjugate exactly when it is the sum of a left-handed spinor
(`γ⁵ w = -w`) and the charge conjugate of that spinor, and `w` is then unique. -/
theorem selfConj_iff_leftHanded (u : Fin 4 → ℂ) :
    chargeConj u = u ↔ ∃! w : Fin 4 → ℂ, g5 *ᵥ w = -w ∧ u = w + chargeConj w := by
  constructor
  · intro h
    have hg : chargeConj (g5 *ᵥ u) = -(g5 *ᵥ u) := by
      have := g5_chargeConj u
      rw [h] at this
      exact (neg_eq_iff_eq_neg.mpr this).symm
    have hsq : g5 *ᵥ (g5 *ᵥ u) = u := by
      ext j
      fin_cases j <;> simp [g5_mulVec]
    -- the left-handed part of `u`
    refine ⟨(1 / 2 : ℂ) • (u + (-1 : ℂ) • (g5 *ᵥ u)), ⟨?_, ?_⟩, ?_⟩
    · rw [Matrix.mulVec_smul, Matrix.mulVec_add, Matrix.mulVec_smul, hsq]
      module
    · have hhalf : conj (1 / 2 : ℂ) = 1 / 2 :=
        Complex.conj_eq_iff_real.mpr ⟨1 / 2, by simp⟩
      have hone : conj (-1 : ℂ) = -1 := by simp
      rw [(chargeConj_antilinear _ _ 0).2, (chargeConj_antilinear 0 _ _).1,
        (chargeConj_antilinear _ _ 0).2, hg, h, hhalf, hone]
      module
    · rintro w ⟨hw, huw⟩
      have hneg : chargeConj (-w) = -chargeConj w := by
        simpa using (chargeConj_antilinear (-1) w w).2
      have hgu : g5 *ᵥ u = -w + chargeConj w := by
        rw [huw, Matrix.mulVec_add, g5_chargeConj, hw, hneg, neg_neg]
      rw [hgu, huw]
      module
  · rintro ⟨w, ⟨_, huw⟩, _⟩
    rw [huw, (chargeConj_antilinear 0 _ _).1, chargeConj_involutive w, add_comm]
```

This is the algebra behind writing a four-component Majorana spinor in terms of a two-component one. It applies to ordinary complex components at one point; anticommuting fields and their dynamics are a further matter.

Q: Give me one explicit spinor, so that I can compare conventions with my own notes.

A: Take a particle at rest with $m>0$, so $p=(m,0,0,0)$ and $\not p-m=m(\gamma^0-1)$. The first diagonal entry of $\gamma^0$ is $1$, so $u=(1,0,0,0)$ is a solution. It is the spin-up spinor. The component formula gives $Cu=(0,0,0,1)$, which solves $(\not p+m)v=0$ because the last diagonal entry of $\gamma^0$ is $-1$.

Both columns have unit norm; for the normalisation $u^\dagger u=2m$ at rest, multiply them by $\sqrt{2m}$. The theorem admits every real $m$. At $m=0$ the momentum is zero and the equation holds for every spinor, so the rest-frame reading belongs to positive mass. The proof evaluates the four components of each equation.

```lean
/-- For every real `m` and momentum `(m, 0, 0, 0)`, the spinor `(1, 0, 0, 0)` solves
`(slash(p) - m) u = 0`, and its charge conjugate is `(0, 0, 0, 1)`. -/
theorem rest_spinor (m : ℝ) :
    (slash ![m, 0, 0, 0] - (m : ℂ) • 1) *ᵥ ![1, 0, 0, 0] = 0 ∧
      chargeConj ![1, 0, 0, 0] = ![0, 0, 0, 1] := by
  constructor
  · ext i
    fin_cases i <;>
      simp [slash, g0, Matrix.mulVec, dotProduct, Fin.sum_univ_four, Matrix.one_apply]
  · ext i
    fin_cases i <;> simp [chargeConj_apply]

end

end DiracChargeConjugation
```

Q: Where would I meet this in an actual calculation?

A: In quantum electrodynamics, $C$ lets you construct the positron spinors of external lines from the electron spinors, with consistent phases. The theorems support that construction for free plane-wave amplitudes with real momentum and mass. They say nothing about the operator that exchanges electrons and positrons in Fock space, or about whether an interacting theory is invariant under it.

```lean
#print axioms DiracChargeConjugation.dirac_iff_chargeConj
#print axioms DiracChargeConjugation.selfConj_massive_eq_zero
#print axioms DiracChargeConjugation.selfConj_iff_leftHanded
#print axioms DiracChargeConjugation.rest_spinor
```

```
'DiracChargeConjugation.dirac_iff_chargeConj' depends on axioms: [propext, Classical.choice, Quot.sound]
'DiracChargeConjugation.selfConj_massive_eq_zero' depends on axioms: [propext, Classical.choice, Quot.sound]
'DiracChargeConjugation.selfConj_iff_leftHanded' depends on axioms: [propext, Classical.choice, Quot.sound]
'DiracChargeConjugation.rest_spinor' depends on axioms: [propext, Classical.choice, Quot.sound]
```
